# At fixed surface coefficient and exponent, the barrier of a power-law nucleation model has slope −n* in the driving force

## Why does the shrinking critical cluster not add to the slope?

In the cluster model G(n) = −m n + s n^p, with m, s > 0 and 0 < p < 1, the barrier changes with the driving force m at the rate −n*, where n* is the critical size. I would get that by differentiating −m n at constant n. But n* isn't constant: when I raise m, the critical cluster shrinks, and its surface energy s n*^p drops too. Where does that contribution go? And is the stationary point really the highest point over all sizes, so that its energy is the barrier?

## The two contributions from the shift of n* cancel

The slope is exactly −n*, because G is stationary at n*: to first order, the surface energy lost through the shrinking of the critical cluster equals the bulk gain lost through it. The stationary point is also the only global maximum over n > 0.

Here n is the number of particles, treated as a positive real, m is the free-energy gain per particle on joining the new phase, and s n^p is the cost of the interface. The exponent p says how the surface grows with size; it is 2/3 for compact three-dimensional clusters. For such clusters, if their shape and density are fixed, a constant s means that the interfacial tension responds neither to the driving force nor to curvature.

**Critical size.** Setting the derivative of G to zero gives

p s n^(p−1) = m, so n^(1−p) = p s/m, so n* = (p s/m)^(1/(1−p)).

This is positive. Since n*^p · n*^(1−p) = n*, it satisfies the balance

p s n*^p = m n*.

**Global maximum.** Take n > 0 with n ≠ n*, and put x = n/n*. The strict Bernoulli inequality for 0 < p < 1 says

x^p < 1 + p (x − 1).

Multiply by s n*^p and use the balance:

s n^p < s n*^p + p s n*^p (x − 1) = s n*^p + m (n − n*).

Subtracting m n from both sides gives G(n) < G(n*).

**Barrier height.** The supremum of G is therefore attained at n*, and the balance gives

W = −m n* + s n*^p = −p s n*^p + s n*^p = (1 − p) s n*^p.

**Slope.** Write N(m) for n* as a function of m, N′ for its derivative, and Φ(n) = s n^p. Then W(m) = −m N(m) + Φ(N(m)), and

dW/dm = −N − m N′ + Φ′(N) N′ = −N,

because Φ′(N) = m. In the middle expression, the last term is the surface contribution you were asking about, and the bulk term −m N′ cancels it. N is differentiable because it is a power of the positive quantity p s/m.

**Compact clusters.** For p = 2/3 the exponent 1/(1−p) is 3, so n* = (2s/(3m))^3. The balance reads (2/3) s n*^(2/3) = m n*, hence

W = (1/3) s n*^(2/3) = m n*/2 = 4s^3/(27m^2).

The same argument in Lean 4 with Mathlib:

```lean
import Mathlib

open Filter Topology

namespace NucleationTheorem

noncomputable section

/-- Formation energy of a cluster of `n` particles: the bulk gain `-m n` plus the
surface cost `s n ^ p`. -/
def clusterEnergy (m s p n : ℝ) : ℝ := -m * n + s * n ^ p

/-- The critical cluster size `(p s / m) ^ (1 / (1 - p))`, for `m, s > 0` and `0 < p < 1`. -/
def criticalSize (m s p : ℝ) : ℝ := (p * s / m) ^ (1 / (1 - p))

/-- The nucleation barrier: the supremum of the formation energy over all positive
cluster sizes, for parameters at which this energy is bounded above. -/
def barrier (m s p : ℝ) : ℝ := sSup (clusterEnergy m s p '' Set.Ioi 0)

/-- For positive driving force, surface coefficient and exponent, the value of `criticalSize` is
positive. -/
theorem criticalSize_pos {m s p : ℝ} (hm : 0 < m) (hs : 0 < s) (hp : 0 < p) :
    0 < criticalSize m s p :=
  Real.rpow_pos_of_pos (div_pos (mul_pos hp hs) hm) _

/-- Balance at the critical size, for `m, s > 0` and `0 < p < 1`: the surface energy
times `p` equals the bulk gain. -/
theorem critical_balance {m s p : ℝ} (hm : 0 < m) (hs : 0 < s) (hp : 0 < p)
    (hp1 : p < 1) :
    p * s * criticalSize m s p ^ p = m * criticalSize m s p := by
  have hx : 0 < p * s / m := div_pos (mul_pos hp hs) hm
  have hN := criticalSize_pos hm hs hp
  have h1 : criticalSize m s p ^ (1 - p) = p * s / m := by
    unfold criticalSize
    rw [← Real.rpow_mul hx.le, one_div_mul_cancel (sub_pos.2 hp1).ne', Real.rpow_one]
  -- split the critical size into its powers `p` and `1 - p`
  have h2 : criticalSize m s p ^ p * criticalSize m s p ^ (1 - p)
      = criticalSize m s p := by
    rw [← Real.rpow_add hN, show p + (1 - p) = 1 by ring, Real.rpow_one]
  rw [h1] at h2
  calc p * s * criticalSize m s p ^ p
      = m * (criticalSize m s p ^ p * (p * s / m)) := by field_simp
    _ = m * criticalSize m s p := by rw [h2]

/-- For `m, s > 0` and `0 < p < 1`, every positive cluster size other than the critical
one has strictly lower formation energy than the critical cluster. -/
theorem energy_lt_critical {m s p n : ℝ} (hm : 0 < m) (hs : 0 < s) (hp : 0 < p)
    (hp1 : p < 1) (hn : 0 < n) (hne : n ≠ criticalSize m s p) :
    clusterEnergy m s p n < clusterEnergy m s p (criticalSize m s p) := by
  have hN := criticalSize_pos hm hs hp
  have hb := critical_balance hm hs hp hp1
  unfold clusterEnergy
  generalize criticalSize m s p = N at *
  have hx : 0 < n / N := div_pos hn hN
  have hx1 : n / N - 1 ≠ 0 := by
    intro h
    exact hne ((div_eq_one_iff_eq hN.ne').1 (sub_eq_zero.1 h))
  -- strict Bernoulli inequality for the reduced size `n / N`
  have h := rpow_one_add_lt_one_add_mul_self (by linarith : -1 ≤ n / N - 1) hx1 hp hp1
  rw [show 1 + (n / N - 1) = n / N by ring, Real.div_rpow hn.le hN.le,
    div_lt_iff₀ (Real.rpow_pos_of_pos hN p)] at h
  have h2 := mul_lt_mul_of_pos_left h hs
  -- the balance turns the tangent line into the bulk term
  have h3 : s * ((1 + p * (n / N - 1)) * N ^ p) = s * N ^ p + m * (n - N) := by
    have h4 : N * (n / N) = n := by field_simp
    linear_combination (n / N - 1) * hb + m * h4
  linarith

/-- For `m, s > 0` and `0 < p < 1`, the barrier is the formation energy of the critical
cluster. -/
theorem barrier_eq_energy {m s p : ℝ} (hm : 0 < m) (hs : 0 < s) (hp : 0 < p)
    (hp1 : p < 1) :
    barrier m s p = clusterEnergy m s p (criticalSize m s p) := by
  apply IsGreatest.csSup_eq
  refine ⟨⟨_, criticalSize_pos hm hs hp, rfl⟩, ?_⟩
  rintro _ ⟨n, hn, rfl⟩
  by_cases h : n = criticalSize m s p
  · rw [← h]
  · exact (energy_lt_critical hm hs hp hp1 hn h).le

/-- Envelope relation for any surface energy `Φ`: if the size `N` depends differentiably
on the driving force and is stationary at `m`, meaning `Φ' (N m) = m`, then the energy
followed along `N` has derivative `-N m` at `m`. -/
theorem envelope {Φ N : ℝ → ℝ} {m N' : ℝ} (hN : HasDerivAt N N' m)
    (hΦ : HasDerivAt Φ m (N m)) :
    HasDerivAt (fun μ => -μ * N μ + Φ (N μ)) (-N m) m := by
  have h1 : HasDerivAt (fun μ => Φ (N μ)) (m * N') m := hΦ.comp m hN
  have h2 : HasDerivAt (fun μ : ℝ => -μ) (-1) m := hasDerivAt_neg m
  -- the two terms containing `N'` cancel
  exact ((h2.fun_mul hN).fun_add h1).congr_deriv (by ring)

/-- Nucleation theorem for `m, s > 0` and `0 < p < 1`: every positive size other than the critical
size `n*` has lower formation energy than `n*`, the barrier is `(1 - p) s n* ^ p`, and its
derivative with respect to the driving force `m` is `-n*`. -/
theorem nucleation_theorem {m s p : ℝ} (hm : 0 < m) (hs : 0 < s) (hp : 0 < p)
    (hp1 : p < 1) :
    (∀ n, 0 < n → n ≠ criticalSize m s p →
      clusterEnergy m s p n < clusterEnergy m s p (criticalSize m s p)) ∧
    barrier m s p = (1 - p) * s * criticalSize m s p ^ p ∧
    HasDerivAt (fun μ => barrier μ s p) (-criticalSize m s p) m := by
  have hN := criticalSize_pos hm hs hp
  have hb := critical_balance hm hs hp hp1
  refine ⟨fun n hn hne => energy_lt_critical hm hs hp hp1 hn hne, ?_, ?_⟩
  · rw [barrier_eq_energy hm hs hp hp1]
    unfold clusterEnergy
    linear_combination hb
  · -- the critical size is a differentiable function of the driving force
    have hx : p * s / m ≠ 0 := (div_pos (mul_pos hp hs) hm).ne'
    have h1 : DifferentiableAt ℝ (fun μ : ℝ => p * s / μ) m :=
      (differentiableAt_const (p * s)).div differentiableAt_id hm.ne'
    have h2 : DifferentiableAt ℝ (fun μ => criticalSize μ s p) m :=
      h1.rpow_const (Or.inl hx)
    -- the surface energy has slope `m` at the critical size
    have h3 : HasDerivAt (fun x : ℝ => s * x ^ p) m (criticalSize m s p) := by
      refine ((Real.hasDerivAt_rpow_const (Or.inl hN.ne')).const_mul s).congr_deriv ?_
      rw [Real.rpow_sub_one hN.ne']
      calc s * (p * (criticalSize m s p ^ p / criticalSize m s p))
          = p * s * criticalSize m s p ^ p / criticalSize m s p := by ring
        _ = m := by rw [hb, mul_div_assoc, div_self hN.ne', mul_one]
    refine (envelope h2.hasDerivAt h3).congr_of_eventuallyEq ?_
    filter_upwards [lt_mem_nhds hm] with μ hμ
    exact barrier_eq_energy hμ hs hp hp1

/-- Surface exponent `2/3` with `m, s > 0`: the critical size is `(2 s / (3 m)) ^ 3` and
the barrier is `4 s ^ 3 / (27 m ^ 2)`. -/
theorem compact_cluster {m s : ℝ} (hm : 0 < m) (hs : 0 < s) :
    criticalSize m s (2 / 3) = (2 * s / (3 * m)) ^ 3 ∧
    barrier m s (2 / 3) = 4 * s ^ 3 / (27 * m ^ 2) := by
  have hsize : criticalSize m s (2 / 3) = (2 * s / (3 * m)) ^ 3 := by
    unfold criticalSize
    rw [show (1 : ℝ) / (1 - 2 / 3) = ((3 : ℕ) : ℝ) by norm_num, Real.rpow_natCast]
    ring
  refine ⟨hsize, ?_⟩
  have hb := critical_balance hm hs (p := 2 / 3) (by norm_num) (by norm_num)
  -- the barrier is half the bulk gain of the critical cluster
  have h : barrier m s (2 / 3) = m * criticalSize m s (2 / 3) / 2 := by
    rw [(nucleation_theorem hm hs (by norm_num) (by norm_num)).2.1]
    linear_combination (1 / 2) * hb
  rw [h, hsize]
  field_simp
  ring

end

end NucleationTheorem
```

```lean
#print axioms NucleationTheorem.nucleation_theorem
#print axioms NucleationTheorem.compact_cluster
```

```
'NucleationTheorem.nucleation_theorem' depends on axioms: [propext, Classical.choice, Quot.sound]
'NucleationTheorem.compact_cluster' depends on axioms: [propext, Classical.choice, Quot.sound]
```

### What the Lean statements say

`clusterEnergy m s p n` is G(n), and `criticalSize m s p` is n*. The definition of `barrier` is the supremum of G over `Set.Ioi 0`, the positive reals, so it presupposes neither the location of the maximum nor its height.

Under `0 < m`, `0 < s`, `0 < p` and `p < 1`, `nucleation_theorem` has three parts. Every positive size different from n* has strictly lower energy than n*. The barrier equals (1 − p) s n*^p. Finally, `HasDerivAt (fun μ => barrier μ s p) (-criticalSize m s p) m` says that the barrier, as a function of the driving force alone, is differentiable at m with derivative −n*. `compact_cluster` gives the two closed forms for p = 2/3.

The name "nucleation theorem" usually refers to a broader thermodynamic relation, which involves the excess number of particles in the nucleus and assumes no particular surface energy. What is proved here concerns the power law with constant s. The lemma `envelope` does allow any surface energy Φ, but it takes as given a size that depends differentiably on the driving force at m and is stationary there, and it does not identify the energy followed along that size with a barrier. Integer cluster sizes, an s that varies with m, and nucleation rates are not treated.

For simulation practice, the result means that minus the slope of the barrier against driving force gives the critical size, within this model of one continuous size variable and a constant surface coefficient.

### How the lemmas fit together

`criticalSize_pos` gives n* > 0. `critical_balance` first computes n*^(1−p) = p s/m, then splits n* into its powers p and 1 − p, as above.

`energy_lt_critical` applies Mathlib's Bernoulli inequality, `rpow_one_add_lt_one_add_mul_self`, to n/n* − 1. Its step `h3` uses the balance to turn the tangent line into s n*^p + m (n − n*), and `linarith` finishes the comparison.

`barrier_eq_energy` shows that G(n*) is the greatest element of the set of energies, hence its supremum. In `nucleation_theorem` the closed form then follows from the balance by `linear_combination hb`.

For the slope, `envelope` combines the chain rule and the product rule; the final `ring` cancels the two terms with `N'`. The main theorem supplies its two hypotheses: `h2` says that n* is differentiable in the driving force, and `h3` there says that s x^p has slope m at n*. This yields the derivative of G(n*), which still has to be transferred to the supremum. The two agree for every positive driving force, and all values close enough to m are positive, which is what `filter_upwards [lt_mem_nhds hm]` provides.

`compact_cluster` evaluates the exponent as 3 and obtains the barrier through m n*/2.
